# Orbital corrections translated from cell to cell have plane-wave eigenvectors

In a Koopmans-compliant calculation on a crystal, each localised orbital feels its own correction potential. Such a potential need not have the period of the lattice, so it is fair to ask whether the corrected system still has a band structure. On a ring of \(K\) cells with one orbital per cell, the correction keeps the symmetry of the lattice, provided that the orbitals and their potentials are lattice translates of one another: its matrix between the orbitals has plane-wave eigenvectors, and the correction operator commutes with every translation.

## The correction matrix and its eigenvalues

Let \(T\) be a unitary \(m\times m\) matrix, the translation by one cell, with \(T^K=1\). Let \(w\in\mathbb C^m\) be the orbital of cell 0 and \(V\) its correction potential. For \(R\) modulo \(K\), set

\[
w_R=T^Rw,\qquad V_R=T^RVT^{-R},\qquad M(R,S)=\langle w_R,V_Sw_S\rangle .
\]

Then \(M(R,S)\) depends only on \(R-S\), and each plane wave \(\chi_q(R)=e^{2\pi i qR/K}\) satisfies

\[
M\chi_q=\lambda_q\chi_q,\qquad
\lambda_q=\sum_d c(d)\,e^{2\pi i qd/K},\qquad c(d)=\langle w,T^dVw\rangle .
\]

Neither orthonormal orbitals nor a Hermitian \(V\) is needed. Even with both, \(M\) can fail to be Hermitian and \(\lambda_q\) can be complex. The plane waves are also eigenvectors of the Hermitian part \((M+M^\dagger)/2\), with eigenvalues \(\operatorname{Re}\lambda_q\).

## Band corrections from one row

For orthonormal orbitals, one per cell, and fixed, translated potentials, a supercell code can compute the \(K\) elements \(M(0,d)=c(d)\) and Fourier transform them to get the eigenvalues \(\lambda_q\) of the correction projected on the orbitals, one for each of the \(K\) wave numbers \(q\) modulo \(K\). The full \(K\times K\) matrix is not required.

The sign of the phase depends on the storage order. Here \(d=S-R\), column minus row; a code that stores elements by \(R-S\) needs \(e^{-2\pi i qd/K}\). A code that diagonalises with a Hermitian solver should form the Hermitian part explicitly, because a solver that reads one triangle of \(M\) silently replaces the other.

## From translated orbitals to plane waves

**Distance dependence.** Since \(T^K=1\), exponents add modulo \(K\), and unitarity gives \((T^R)^\dagger=T^{-R}\). Therefore

\[
V_Sw_S=T^SVT^{-S}T^Sw=T^SVw,
\]
\[
M(R,S)=\langle T^Rw,T^SVw\rangle=\langle w,T^{S-R}Vw\rangle=c(S-R).
\]

**Eigenvectors.** Substituting \(S=R+d\),

\[
(M\chi_q)(R)=\sum_S c(S-R)\chi_q(S)=\sum_d c(d)\chi_q(d)\chi_q(R)=\lambda_q\chi_q(R).
\]

**Completeness.** The overlap of \(\chi_q\) and \(\chi_p\) is \(\sum_R\zeta^R\) with \(\zeta=e^{2\pi i(p-q)/K}\). Multiplying the sum by \(\zeta\) only permutes its terms, so it vanishes unless \(\zeta=1\), when it equals \(K\). The normalised vectors \(K^{-1/2}\chi_q\) thus form an orthonormal eigenbasis.

**Hermitian part.** We have \(M^\dagger(R,S)=\overline{c(R-S)}\), which again depends only on distance. Its eigenvalue is

\[
\sum_d\overline{c(-d)}\,\chi_q(d)=\sum_d\overline{c(d)\chi_q(d)}=\overline{\lambda_q},
\]

and averaging with \(\lambda_q\) leaves \(\operatorname{Re}\lambda_q\).

**The operator.** The correction acts on the full space as

\[
D=\sum_SV_S|w_S\rangle\langle w_S|=\sum_ST^S\,V|w\rangle\langle w|\,T^{-S}.
\]

Conjugation by \(T^a\) relabels \(S\) as \(S+a\), so \(D\) commutes with every translation.

**Bloch sums.** Let \(\phi_q=\sum_S\chi_q(S)w_S\), and now assume that the \(w_R\) are orthonormal. Then \(Dw_S=V_Sw_S\) and \(\langle w_R,\phi_q\rangle=\chi_q(R)\), so

\[
\langle w_R,D\phi_q\rangle=(M\chi_q)(R)=\lambda_q\langle w_R,\phi_q\rangle .
\]

This is the eigenvalue equation projected on the localised orbitals. \(D\phi_q\) may also have a component outside their span. The normalised Bloch sum is \(K^{-1/2}\phi_q\).

## One cell and two cells

For \(K=1\), \(T=1\) and \(M\) is the single number \(\langle w,Vw\rangle\), which is real when \(V\) is Hermitian. Non-Hermiticity can therefore first appear at \(K=2\). Take

\[
T=\begin{pmatrix}0&1\\1&0\end{pmatrix},\quad
V=\begin{pmatrix}0&-i\\i&0\end{pmatrix},\quad
w=\begin{pmatrix}1\\0\end{pmatrix}.
\]

This \(V\) is a Hermitian matrix chosen to illustrate the algebra, not a local potential derived from a Koopmans functional. Then \(c(0)=0\) and \(c(1)=i\), so both off-diagonal elements of \(M\) are \(i\), whereas a Hermitian matrix would need a conjugate pair. The eigenvalues are \(\lambda_0=i\) and \(\lambda_1=-i\), and the Hermitian part is zero.

## The derivation in Lean

```lean
import Mathlib

open Matrix

namespace KoopmansBloch

noncomputable section

variable {n : Type*} [Fintype n] [DecidableEq n] {K : ℕ} [NeZero K]

/-- Translation by `R` lattice cells on a ring of `K` cells: the power `T ^ R`. -/
def shift (T : Matrix n n ℂ) (R : ZMod K) : Matrix n n ℂ := T ^ R.val

/-- The localised orbital of cell `R`, the translate of `w`. -/
def wannier (T : Matrix n n ℂ) (w : n → ℂ) (R : ZMod K) : n → ℂ := shift T R *ᵥ w

/-- The correction potential attached to the orbital of cell `R`. -/
def localPot (T V : Matrix n n ℂ) (R : ZMod K) : Matrix n n ℂ :=
  shift T R * V * shift T (-R)

/-- The matrix of orbital-dependent corrections, `⟨w_R, V_S w_S⟩`. -/
def koopmans (T V : Matrix n n ℂ) (w : n → ℂ) : Matrix (ZMod K) (ZMod K) ℂ :=
  Matrix.of fun R S => star (wannier T w R) ⬝ᵥ (localPot T V S *ᵥ wannier T w S)

/-- The plane wave `exp (2πi q R / K)` on the ring of cells. -/
def planeWave (q R : ZMod K) : ℂ := ZMod.stdAddChar (q * R)

/-- The lattice Fourier sum of `⟨w, T^d V w⟩` at wave number `q`. -/
def bandShift (T V : Matrix n n ℂ) (w : n → ℂ) (q : ZMod K) : ℂ :=
  ∑ d : ZMod K, (star w ⬝ᵥ ((shift T d * V) *ᵥ w)) * planeWave q d

/-- The correction operator `∑ V_S |w_S⟩⟨w_S|`, each potential acting on its own orbital. -/
def koopmansOp (K : ℕ) [NeZero K] (T V : Matrix n n ℂ) (w : n → ℂ) : Matrix n n ℂ :=
  ∑ S : ZMod K, localPot T V S * vecMulVec (wannier T w S) (star (wannier T w S))

/-- The Bloch sum of the localised orbitals with wave number `q`. -/
def blochOrbital (T : Matrix n n ℂ) (w : n → ℂ) (q : ZMod K) : n → ℂ :=
  ∑ S : ZMod K, planeWave q S • wannier T w S

omit [NeZero K] in
/-- Translation by zero cells is the identity. -/
lemma shift_zero (T : Matrix n n ℂ) : shift T (0 : ZMod K) = 1 := by
  simp [shift]

/-- On a ring of `K` cells, successive translations add up. -/
lemma shift_add {T : Matrix n n ℂ} (hK : T ^ K = 1) (R S : ZMod K) :
    shift T (R + S) = shift T R * shift T S := by
  unfold shift
  rw [ZMod.val_add, ← pow_add, ← pow_eq_pow_mod _ hK]

/-- The adjoint of a lattice translation is the opposite translation. -/
lemma shift_adjoint {T : Matrix n n ℂ} (hU : T ∈ unitaryGroup n ℂ) (hK : T ^ K = 1)
    (R : ZMod K) : (shift T R)ᴴ = shift T (-R) := by
  have h1 : (shift T R)ᴴ * shift T R = 1 :=
    Matrix.mem_unitaryGroup_iff'.1 (pow_mem hU R.val)
  have h2 : shift T R * shift T (-R) = 1 := by
    rw [← shift_add hK, add_neg_cancel, shift_zero]
  calc (shift T R)ᴴ = (shift T R)ᴴ * (shift T R * shift T (-R)) := by rw [h2, mul_one]
    _ = shift T (-R) := by rw [← mul_assoc, h1, one_mul]

/-- The correction between cells `R` and `S` equals `⟨w, T^(S-R) V w⟩`. -/
theorem koopmans_apply {T : Matrix n n ℂ} (hU : T ∈ unitaryGroup n ℂ) (hK : T ^ K = 1)
    (V : Matrix n n ℂ) (w : n → ℂ) (R S : ZMod K) :
    koopmans T V w R S = star w ⬝ᵥ ((shift T (S - R) * V) *ᵥ w) := by
  -- the translation inside `V_S` undoes the one inside `w_S`
  have e : localPot T V S *ᵥ wannier T w S = (shift T S * V) *ᵥ w := by
    unfold localPot wannier
    rw [Matrix.mulVec_mulVec, mul_assoc (shift T S * V), ← shift_add hK, neg_add_cancel,
      shift_zero, mul_one]
  change star (wannier T w R) ⬝ᵥ (localPot T V S *ᵥ wannier T w S) = _
  rw [e, wannier, Matrix.star_mulVec, ← Matrix.dotProduct_mulVec, shift_adjoint hU hK,
    Matrix.mulVec_mulVec, ← mul_assoc, ← shift_add hK, neg_add_eq_sub]

/-- Plane waves with different wave numbers are orthogonal, and each has squared norm `K`. -/
theorem planeWave_orthogonal (q p : ZMod K) :
    ∑ R, starRingEnd ℂ (planeWave q R) * planeWave p R = if q = p then (K : ℂ) else 0 := by
  have h : ∀ R : ZMod K, starRingEnd ℂ (planeWave q R) * planeWave p R
      = ZMod.stdAddChar (R * (p - q)) := by
    intro R
    unfold planeWave
    rw [← AddChar.map_neg_eq_conj, ← AddChar.map_add_eq_mul]
    congr 1
    ring
  simp only [h]
  rw [AddChar.sum_mulShift _ (ZMod.isPrimitive_stdAddChar K)]
  by_cases hq : q = p
  · subst hq
    simp [ZMod.card]
  · simp [hq, sub_eq_zero, Ne.symm hq]

/-- A translation-invariant matrix on the ring of cells has every plane wave as eigenvector. -/
theorem mulVec_planeWave (A : Matrix (ZMod K) (ZMod K) ℂ)
    (hA : ∀ R S, A R S = A 0 (S - R)) (q : ZMod K) :
    A *ᵥ planeWave q = (∑ d, A 0 d * planeWave q d) • planeWave q := by
  ext R
  simp only [Matrix.mulVec, dotProduct, Pi.smul_apply, smul_eq_mul, Finset.sum_mul]
  -- sum over the distance `d = S - R` instead of `S`
  refine (Equiv.sum_comp (Equiv.addRight R) (fun S => A R S * planeWave q S)).symm.trans ?_
  refine Finset.sum_congr rfl fun d _ => ?_
  change A R (d + R) * planeWave q (d + R) = _
  have hp : planeWave q (d + R) = planeWave q d * planeWave q R := by
    unfold planeWave
    rw [mul_add, AddChar.map_add_eq_mul]
  rw [hA R (d + R), add_sub_cancel_right, hp]
  ring

/-- The matrix of localised corrections depends only on the distance between cells, and every
plane wave is an eigenvector, with eigenvalue `bandShift`. -/
theorem koopmans_bloch {T : Matrix n n ℂ} (hU : T ∈ unitaryGroup n ℂ) (hK : T ^ K = 1)
    (V : Matrix n n ℂ) (w : n → ℂ) :
    (∀ R S R' S' : ZMod K, R - S = R' - S' → koopmans T V w R S = koopmans T V w R' S') ∧
    ∀ q : ZMod K, koopmans T V w *ᵥ planeWave q = bandShift T V w q • planeWave q := by
  constructor
  · intro R S R' S' h
    rw [koopmans_apply hU hK, koopmans_apply hU hK, ← neg_sub R S, h, neg_sub]
  · intro q
    rw [mulVec_planeWave _ (fun R S => by simp only [koopmans_apply hU hK, sub_zero])]
    simp only [koopmans_apply hU hK, sub_zero, bandShift]

/-- The Hermitian part of the correction matrix has the same plane waves as eigenvectors, with
the real part of `bandShift` as eigenvalue. -/
theorem hermitianPart_bloch {T : Matrix n n ℂ} (hU : T ∈ unitaryGroup n ℂ) (hK : T ^ K = 1)
    (V : Matrix n n ℂ) (w : n → ℂ) (q : ZMod K) :
    ((1 / 2 : ℂ) • (koopmans T V w + (koopmans T V w)ᴴ)) *ᵥ planeWave q
      = ((bandShift T V w q).re : ℂ) • planeWave q := by
  -- the adjoint matrix has the conjugate eigenvalue
  have h : (koopmans T V w)ᴴ *ᵥ planeWave q
      = starRingEnd ℂ (bandShift T V w q) • planeWave q := by
    rw [mulVec_planeWave _ (fun R S => by
      simp only [conjTranspose_apply, koopmans_apply hU hK, zero_sub, neg_sub])]
    congr 1
    rw [bandShift, map_sum]
    refine (Equiv.sum_comp (Equiv.neg (ZMod K))
      (fun d => (koopmans T V w)ᴴ 0 d * planeWave q d)).symm.trans ?_
    refine Finset.sum_congr rfl fun d _ => ?_
    change (koopmans T V w)ᴴ 0 (-d) * planeWave q (-d) = _
    have hp : planeWave q (-d) = starRingEnd ℂ (planeWave q d) := by
      unfold planeWave
      rw [mul_neg, AddChar.map_neg_eq_conj]
    rw [map_mul, conjTranspose_apply, koopmans_apply hU hK, zero_sub, neg_neg, hp]
    rfl
  rw [Matrix.smul_mulVec, Matrix.add_mulVec, (koopmans_bloch hU hK V w).2 q, h, ← add_smul,
    smul_smul, Complex.add_conj]
  congr 1
  push_cast
  ring

/-- The correction operator commutes with every lattice translation. -/
theorem koopmansOp_commute {T : Matrix n n ℂ} (hU : T ∈ unitaryGroup n ℂ) (hK : T ^ K = 1)
    (V : Matrix n n ℂ) (w : n → ℂ) (a : ZMod K) :
    shift T a * koopmansOp K T V w = koopmansOp K T V w * shift T a := by
  -- each term is the translate of the term of cell zero
  have ht : ∀ S : ZMod K,
      localPot T V S * vecMulVec (wannier T w S) (star (wannier T w S))
        = shift T S * (V * vecMulVec w (star w)) * shift T (-S) := by
    intro S
    have h0 : shift T (-S) * shift T S = 1 := by
      rw [← shift_add hK, neg_add_cancel, shift_zero]
    unfold localPot wannier
    rw [Matrix.star_mulVec, ← Matrix.vecMulVec_mul, ← Matrix.mul_vecMulVec,
      shift_adjoint hU hK]
    calc _ = shift T S * V * (shift T (-S) * shift T S) * vecMulVec w (star w)
          * shift T (-S) := by noncomm_ring
      _ = _ := by rw [h0]; noncomm_ring
  unfold koopmansOp
  simp only [ht]
  rw [Finset.mul_sum, Finset.sum_mul]
  refine Eq.trans ?_ (Equiv.sum_comp (Equiv.addLeft a) (fun S : ZMod K =>
    shift T S * (V * vecMulVec w (star w)) * shift T (-S) * shift T a))
  refine Finset.sum_congr rfl fun S _ => ?_
  change _ = shift T (a + S) * (V * vecMulVec w (star w)) * shift T (-(a + S)) * shift T a
  have h : shift T (-(a + S)) * shift T a = shift T (-S) := by
    rw [← shift_add hK]
    exact congrArg (shift T) (by ring)
  rw [mul_assoc _ (shift T (-(a + S))) (shift T a), h, shift_add hK a S]
  simp only [mul_assoc]

/-- For orthonormal localised orbitals, each Bloch sum solves the eigenvalue equation of the
correction operator projected on these orbitals, with eigenvalue `bandShift`. -/
theorem blochOrbital_eigen {T : Matrix n n ℂ} (hU : T ∈ unitaryGroup n ℂ) (hK : T ^ K = 1)
    (V : Matrix n n ℂ) (w : n → ℂ)
    (hO : ∀ R S : ZMod K, star (wannier T w R) ⬝ᵥ wannier T w S = if R = S then 1 else 0)
    (q R : ZMod K) :
    star (wannier T w R) ⬝ᵥ (koopmansOp K T V w *ᵥ blochOrbital T w q)
      = bandShift T V w q * (star (wannier T w R) ⬝ᵥ blochOrbital T w q) := by
  have aux : ∀ u v x : n → ℂ, vecMulVec u v *ᵥ x = (v ⬝ᵥ x) • u := by
    intro u v x
    ext i
    simp only [Matrix.mulVec, dotProduct, Matrix.vecMulVec_apply, Pi.smul_apply, smul_eq_mul,
      Finset.sum_mul]
    exact Finset.sum_congr rfl fun j _ => by ring
  -- on `w_S` only the potential of cell `S` acts
  have hD : ∀ S : ZMod K,
      koopmansOp K T V w *ᵥ wannier T w S = localPot T V S *ᵥ wannier T w S := by
    intro S
    unfold koopmansOp
    rw [Matrix.sum_mulVec, Finset.sum_eq_single S]
    · rw [← Matrix.mulVec_mulVec, aux, hO, if_pos rfl, one_smul]
    · intro b _ hb
      rw [← Matrix.mulVec_mulVec, aux, hO, if_neg hb, zero_smul, Matrix.mulVec_zero]
    · simp
  have h1 : star (wannier T w R) ⬝ᵥ (koopmansOp K T V w *ᵥ blochOrbital T w q)
      = (koopmans T V w *ᵥ planeWave q) R := by
    unfold blochOrbital
    rw [Matrix.mulVec_sum, dotProduct_sum]
    refine Finset.sum_congr rfl fun S _ => ?_
    rw [Matrix.mulVec_smul, hD, dotProduct_smul, smul_eq_mul, mul_comm]
    rfl
  have h2 : star (wannier T w R) ⬝ᵥ blochOrbital T w q = planeWave q R := by
    rw [blochOrbital, dotProduct_sum]
    simp only [dotProduct_smul, hO, smul_eq_mul, mul_ite, mul_one, mul_zero,
      Finset.sum_ite_eq, Finset.mem_univ, if_true]
  rw [h1, (koopmans_bloch hU hK V w).2 q, h2]
  rfl

/-- The translation of a two-site ring, which swaps the sites. -/
def swapT : Matrix (Fin 2) (Fin 2) ℂ := !![0, 1; 1, 0]

/-- A potential with imaginary hopping between the two sites. -/
def hopV : Matrix (Fin 2) (Fin 2) ℂ := !![0, -Complex.I; Complex.I, 0]

/-- The two-site ring with an orbital on one site meets all hypotheses with a Hermitian
potential, yet its correction matrix is not Hermitian. -/
theorem two_site_witness :
    swapT ∈ unitaryGroup (Fin 2) ℂ ∧ swapT ^ 2 = 1 ∧ hopV.IsHermitian ∧
    (∀ R S : ZMod 2, star (wannier swapT ![1, 0] R) ⬝ᵥ wannier swapT ![1, 0] S
      = if R = S then 1 else 0) ∧
    ¬ (koopmans swapT hopV ![1, 0] : Matrix (ZMod 2) (ZMod 2) ℂ).IsHermitian := by
  have hK : swapT ^ 2 = 1 := by
    rw [sq]
    ext i j
    fin_cases i <;> fin_cases j <;> simp [swapT, Matrix.mul_apply, Fin.sum_univ_succ]
  have hU : swapT ∈ unitaryGroup (Fin 2) ℂ := by
    rw [Matrix.mem_unitaryGroup_iff, Matrix.star_eq_conjTranspose]
    ext i j
    fin_cases i <;> fin_cases j <;> simp [swapT, Matrix.mul_apply, Fin.sum_univ_succ]
  have s1 : shift swapT (1 : ZMod 2) = swapT := pow_one swapT
  refine ⟨hU, hK, ?_, ?_, ?_⟩
  · ext i j
    fin_cases i <;> fin_cases j <;> simp [hopV]
  · have hc : ∀ R : ZMod 2, R = 0 ∨ R = 1 := by decide
    -- the two orbitals sit on the two sites
    have w0 : wannier swapT ![1, 0] (0 : ZMod 2) = ![1, 0] := by
      rw [wannier, shift_zero, Matrix.one_mulVec]
    have w1 : wannier swapT ![1, 0] (1 : ZMod 2) = ![0, 1] := by
      rw [wannier, s1]
      ext i
      fin_cases i <;> simp [swapT, Matrix.mulVec, dotProduct, Fin.sum_univ_succ]
    intro R S
    rcases hc R with rfl | rfl <;> rcases hc S with rfl | rfl <;>
      simp only [w0, w1] <;> simp [dotProduct, Fin.sum_univ_succ]
  · intro h
    have v : star ![(1 : ℂ), 0] ⬝ᵥ ((swapT * hopV) *ᵥ ![1, 0]) = Complex.I := by
      simp [swapT, hopV, Matrix.mulVec, dotProduct, Matrix.mul_apply, Fin.sum_univ_succ]
    have e := h.apply (0 : ZMod 2) 1
    have d1 : (0 : ZMod 2) - 1 = 1 := by decide
    rw [koopmans_apply hU hK, koopmans_apply hU hK, d1, sub_zero, s1, v] at e
    have e' := congrArg Complex.im e
    norm_num at e'

end

end KoopmansBloch
```

```lean
#print axioms KoopmansBloch.mulVec_planeWave
-- 'KoopmansBloch.mulVec_planeWave' depends on axioms: [propext, Classical.choice, Quot.sound]
#print axioms KoopmansBloch.hermitianPart_bloch
-- 'KoopmansBloch.hermitianPart_bloch' depends on axioms: [propext, Classical.choice, Quot.sound]
#print axioms KoopmansBloch.koopmansOp_commute
-- 'KoopmansBloch.koopmansOp_commute' depends on axioms: [propext, Classical.choice, Quot.sound]
#print axioms KoopmansBloch.blochOrbital_eigen
-- 'KoopmansBloch.blochOrbital_eigen' depends on axioms: [propext, Classical.choice, Quot.sound]
```

## Hypotheses, conventions and checked steps

The finite type `n` labels an orthonormal basis of \(\mathbb C^m\); coefficients in an overlapping atomic basis must be orthogonalised first. Cells are elements of `ZMod K` with \(K\ge1\), and `shift T R` is \(T^R\), with \(R\) represented between 0 and \(K-1\). The expression `star u ⬝ᵥ v` is \(\langle u,v\rangle\), conjugate-linear in the first argument. The definitions `wannier`, `localPot`, `koopmans`, `bandShift`, `koopmansOp` and `blochOrbital` are \(w_R\), \(V_R\), \(M\), \(\lambda_q\), \(D\) and \(\phi_q\).

The hypotheses `hU` and `hK` state unitarity and \(T^K=1\), the periodic boundary condition. Orthonormality enters only as `hO` in `blochOrbital_eigen`.

- `shift_add` and `shift_adjoint` supply the rules for exponents and adjoints. `koopmans_apply` uses them to cancel the inner translations and obtain \(c(S-R)\).
- `mulVec_planeWave` treats any translation-invariant matrix; `Equiv.sum_comp` performs the substitution \(S=R+d\). `koopmans_bloch` combines it with `koopmans_apply` to give the main statement.
- `planeWave_orthogonal` evaluates the overlaps through the character-sum theorem in Mathlib.
- `hermitianPart_bloch` reverses the sign of \(d\) to find the conjugate eigenvalue, then averages.
- `koopmansOp_commute` writes each term of \(D\) as a translate of the term of cell 0 and shifts the summation index.
- `blochOrbital_eigen` uses `hO` to keep one term of \(D\) on each orbital, which reduces the projected equation to `koopmans_bloch`.
- `two_site_witness` checks the hypotheses for the two-site example and compares imaginary parts to show that \(M\) is not Hermitian.

The relation \(V_R=T^RVT^{-R}\) is built into the definition. Physically, it says that equivalent orbitals in a periodic environment receive equivalent corrections. The theorems do not derive this from a Koopmans functional, nor do they treat self-consistency, the uncorrected Hamiltonian, several orbitals per cell or the limit of an infinite crystal.
